# For a positive semidefinite response matrix, scaling the interaction by $0\le l\le 1$ puts the RPA integrand between $l$ and $l^2$ times its full value

Take a single response mode that has strength $x=1$ at a given imaginary frequency. In RPA it contributes $\ln 2-1\approx-0.307$ to the correlation integrand at that frequency. If I halve the interaction before doing the RPA, the contribution becomes $\ln 1.5-0.5\approx-0.095$, which is about 31% of the full value. I had expected 25%, because RPA correlation starts at second order in the interaction, or else 50%, as if I had put a double-hybrid prefactor of one half on the finished energy. Does the result always land between these two, also with many modes and after the frequency integration?

## Two bounds for one mode, then a sum over modes

Yes, provided that the response matrix is positive semidefinite and that scaling the interaction leaves the non-interacting response unchanged. Let $\chi_0(i\omega)$ be that response at imaginary frequency $i\omega$, in a finite real basis, and let $v$ be the Coulomb matrix. Put

$$X(\omega)=-v^{1/2}\chi_0(i\omega)v^{1/2},\qquad F(X)=\ln\det(1+X)-\operatorname{Tr}X .$$

Replacing $v$ by $lv$ replaces $X$ by $lX$. The claim is $l\,F(X)\le F(lX)\le l^2F(X)$ for $0\le l\le1$. All three quantities are negative or zero, so the lower bound is the linear one.

**One mode.** Let $f(x)=\ln(1+x)-x$, with $x>0$ and $0<l<1$. Since $1+lx=(1-l)\cdot1+l(1+x)$, strict concavity of the logarithm gives

$$\ln(1+lx)>(1-l)\ln1+l\ln(1+x)=l\ln(1+x).$$

Subtracting $lx$ gives $f(lx)>l\,f(x)$.

For the other side, let $g(y)=l^2f(y)-f(ly)$. Then $g(0)=0$, and with $f'(y)=-y/(1+y)$,

$$g'(y)=-\frac{l^2y}{1+y}+\frac{l^2y}{1+ly}=l^2y\left(\frac1{1+ly}-\frac1{1+y}\right)>0\quad(y>0).$$

Hence $g(x)>0$, which is $f(lx)<l^2f(x)$. If $l=0$, $l=1$ or $x=0$, both bounds hold with equality.

**Many modes.** Diagonalise $X=UDU^T$, with eigenvalues $d_i\ge0$ on the diagonal of $D$. The same rotation $U$ diagonalises $1+lX$ for every $l$, so

$$\det(1+lX)=\prod_i(1+l\,d_i),\qquad \operatorname{Tr}(lX)=\sum_i l\,d_i,\qquad F(lX)=\sum_i f(l\,d_i).$$

Summing the one-mode bounds gives the matrix bounds. If $X\neq0$, some $d_i$ is positive, and for $0<l<1$ both bounds are then strict.

**The energy.** The correlation energy is $E[X]=\frac1{2\pi}\int_0^\infty F(X(\omega))\,d\omega$. The bounds at $l=\tfrac12$ give $\tfrac12F\le\tfrac14F$, so $F\le0$. Therefore $|F(lX)|\le l\,|F(X)|\le|F(X)|$, and for $X$ continuous in $\omega$ the scaled integrand is integrable whenever the full one is. Integrating the bounds gives $l\,E[X]\le E[lX]\le l^2E[X]$.

**Strong response.** Dividing numerator and denominator by $x$,

$$\frac{f(lx)}{f(x)}=\frac{\ln(1+lx)/x-l}{\ln(1+x)/x-1}\longrightarrow\frac{-l}{-1}=l\qquad(x\to\infty),$$

because the logarithm grows more slowly than $x$. The factor $l$ in the linear bound is therefore the best possible. At weak response, the expansion $f(x)\approx-x^2/2$ points to the ratio $l^2$, the second-order behaviour you expected; that limit is not among the Lean theorems.

For a double hybrid with direct RPA correlation, at fixed orbitals and orbital energies, in a finite basis, a parameter $l$ placed on the interaction thus gives between $l^2$ and $l$ times the direct RPA correlation energy at full interaction. With $l=\tfrac12$ that is between 25% and 50%.

```lean
import Mathlib

open Matrix MeasureTheory Filter Topology

namespace RPAInteractionScaling

noncomputable section

variable {n : Type*} [Fintype n] [DecidableEq n]

/-- The RPA correlation integrand `ln det(1 + X) - Tr X` of a response matrix `X`, for
`det(1 + X) > 0`. -/
def integrand (X : Matrix n n ℝ) : ℝ := Real.log (det (1 + X)) - trace X

/-- The contribution `ln(1 + x) - x` of a single response mode of strength `x > -1`. -/
def mode (x : ℝ) : ℝ := Real.log (1 + x) - x

/-- The RPA correlation energy: the integrand integrated over positive imaginary frequencies,
divided by `2π`. -/
def energy (X : ℝ → Matrix n n ℝ) : ℝ :=
  1 / (2 * Real.pi) * ∫ ω in Set.Ioi (0 : ℝ), integrand (X ω)

/-- For one mode of strength `x > 0` and a scaling `0 < l < 1`, the scaled contribution lies
strictly between linear and quadratic scaling of the full one. -/
theorem mode_strict {l x : ℝ} (hl0 : 0 < l) (hl1 : l < 1) (hx : 0 < x) :
    l * mode x < mode (l * x) ∧ mode (l * x) < l ^ 2 * mode x := by
  constructor
  · -- strict concavity of the logarithm between 1 and 1 + x
    have m1 : (1 : ℝ) ∈ Set.Ioi (0 : ℝ) := Set.mem_Ioi.2 one_pos
    have m2 : 1 + x ∈ Set.Ioi (0 : ℝ) := Set.mem_Ioi.2 (by positivity)
    have hne : (1 : ℝ) ≠ 1 + x := fun h => by linarith
    have h := strictConcaveOn_log_Ioi.2 m1 m2 hne (sub_pos.2 hl1) hl0 (by ring)
    simp only [smul_eq_mul, Real.log_one, mul_zero, zero_add] at h
    have e : (1 - l) * 1 + l * (1 + x) = 1 + l * x := by ring
    rw [e] at h
    unfold mode
    linarith
  · -- the difference vanishes at zero strength and grows with the strength
    have hd : ∀ y : ℝ, 0 ≤ y → HasDerivAt
        (fun y => l ^ 2 * (Real.log (1 + y) - y) - (Real.log (1 + l * y) - l * y))
        (l ^ 2 * y * (1 / (1 + l * y) - 1 / (1 + y))) y := by
      intro y hy
      have p1 : 1 + y ≠ 0 := by positivity
      have p2 : 1 + l * y ≠ 0 := by positivity
      have h1 : HasDerivAt (fun y => Real.log (1 + y)) (1 / (1 + y)) y :=
        ((hasDerivAt_id' y).const_add 1).log p1
      have h2 : HasDerivAt (fun y => Real.log (1 + l * y)) (l * 1 / (1 + l * y)) y :=
        (((hasDerivAt_id' y).const_mul l).const_add 1).log p2
      refine (((h1.fun_sub (hasDerivAt_id' y)).const_mul (l ^ 2)).fun_sub
        (h2.fun_sub ((hasDerivAt_id' y).const_mul l))).congr_deriv ?_
      field_simp
      ring
    have hm := strictMonoOn_of_deriv_pos (convex_Ici (0 : ℝ))
      (fun y hy => (hd y hy).continuousAt.continuousWithinAt) (fun y hy => by
        rw [interior_Ici] at hy
        have hy' : 0 < y := Set.mem_Ioi.1 hy
        rw [(hd y hy'.le).deriv]
        have : 1 / (1 + y) < 1 / (1 + l * y) :=
          one_div_lt_one_div_of_lt (by positivity) (by nlinarith)
        exact mul_pos (by positivity) (sub_pos.2 this))
    have h := hm (Set.mem_Ici.2 le_rfl) (Set.mem_Ici.2 hx.le) hx
    simp only [mul_zero, add_zero, Real.log_one, sub_zero] at h
    unfold mode
    linarith

/-- For one mode of strength `x ≥ 0` and a scaling `0 ≤ l ≤ 1`, the scaled contribution lies
between linear and quadratic scaling of the full one. -/
theorem mode_bounds {l x : ℝ} (hl0 : 0 ≤ l) (hl1 : l ≤ 1) (hx : 0 ≤ x) :
    l * mode x ≤ mode (l * x) ∧ mode (l * x) ≤ l ^ 2 * mode x := by
  rcases hl0.eq_or_lt with rfl | h0
  · simp [mode]
  rcases hl1.eq_or_lt with rfl | h1
  · simp
  rcases hx.eq_or_lt with rfl | h2
  · simp [mode]
  exact ⟨(mode_strict h0 h1 h2).1.le, (mode_strict h0 h1 h2).2.le⟩

/-- A positive semidefinite response matrix has nonnegative mode strengths, not all zero if the
matrix is nonzero, and its integrand at every scaling `l ≥ 0` is the sum over scaled modes. -/
theorem mode_decomposition {X : Matrix n n ℝ} (hX : X.PosSemidef) :
    ∃ d : n → ℝ, (∀ i, 0 ≤ d i) ∧ (X ≠ 0 → ∃ i, 0 < d i) ∧
      ∀ l : ℝ, 0 ≤ l → integrand (l • X) = ∑ i, mode (l * d i) := by
  obtain ⟨U, d, hd, hU, hs⟩ : ∃ (U : Matrix n n ℝ) (d : n → ℝ), (∀ i, 0 ≤ d i) ∧
      U * star U = 1 ∧ X = U * diagonal d * star U := by
    refine ⟨hX.isHermitian.eigenvectorUnitary, hX.isHermitian.eigenvalues,
      hX.eigenvalues_nonneg,
      Matrix.mem_unitaryGroup_iff.1 hX.isHermitian.eigenvectorUnitary.2, ?_⟩
    have h := hX.isHermitian.spectral_theorem
    rw [Unitary.conjStarAlgAut_apply] at h
    exact h
  refine ⟨d, hd, fun hne => ?_, fun l hl => ?_⟩
  · by_contra hcon
    push Not at hcon
    have h0 : d = 0 := funext fun i => le_antisymm (hcon i) (hd i)
    exact hne (by rw [hs, h0]; simp)
  · have hpos : ∀ i, 0 < 1 + l * d i := fun i => by
      have := mul_nonneg hl (hd i)
      linarith
    have hD : diagonal (fun i => 1 + l * d i) = 1 + l • diagonal d := by
      ext i j
      by_cases h : i = j
      · subst h; simp
      · simp [h]
    -- the same rotation diagonalises 1 + lX
    have h1 : 1 + l • X = U * diagonal (fun i => 1 + l * d i) * star U := by
      rw [hD, Matrix.mul_add, Matrix.add_mul, Matrix.mul_one, hU, Matrix.mul_smul,
        Matrix.smul_mul, ← hs]
    have hdet : det (1 + l • X) = ∏ i, (1 + l * d i) := by
      rw [h1, det_mul, det_mul, det_diagonal, mul_right_comm, ← det_mul, hU, det_one, one_mul]
    have htr : trace X = ∑ i, d i := by
      rw [hs, Matrix.trace_mul_comm, ← Matrix.mul_assoc, mul_eq_one_comm.1 hU,
        Matrix.one_mul, trace_diagonal]
    unfold integrand mode
    rw [hdet, Real.log_prod (hf := fun i _ => (hpos i).ne'), trace_smul, htr, smul_eq_mul,
      Finset.mul_sum, Finset.sum_sub_distrib]

/-- Scaling the interaction by `0 ≤ l ≤ 1` inside RPA gives, for a positive semidefinite response
matrix, an integrand between linear and quadratic scaling of the full-interaction value. -/
theorem integrand_bounds {X : Matrix n n ℝ} (hX : X.PosSemidef) {l : ℝ}
    (hl0 : 0 ≤ l) (hl1 : l ≤ 1) :
    l * integrand X ≤ integrand (l • X) ∧ integrand (l • X) ≤ l ^ 2 * integrand X := by
  obtain ⟨d, hd, -, hF⟩ := mode_decomposition hX
  have h1 : integrand X = ∑ i, mode (d i) := by simpa using hF 1 zero_le_one
  rw [h1, hF l hl0, Finset.mul_sum, Finset.mul_sum]
  exact ⟨Finset.sum_le_sum fun i _ => (mode_bounds hl0 hl1 (hd i)).1,
    Finset.sum_le_sum fun i _ => (mode_bounds hl0 hl1 (hd i)).2⟩

/-- For a nonzero positive semidefinite response matrix and `0 < l < 1`, both bounds are strict. -/
theorem integrand_strict {X : Matrix n n ℝ} (hX : X.PosSemidef) (hne : X ≠ 0) {l : ℝ}
    (hl0 : 0 < l) (hl1 : l < 1) :
    l * integrand X < integrand (l • X) ∧ integrand (l • X) < l ^ 2 * integrand X := by
  obtain ⟨d, hd, hp, hF⟩ := mode_decomposition hX
  obtain ⟨k, hk⟩ := hp hne
  have h1 : integrand X = ∑ i, mode (d i) := by simpa using hF 1 zero_le_one
  rw [h1, hF l hl0.le, Finset.mul_sum, Finset.mul_sum]
  exact ⟨Finset.sum_lt_sum (fun i _ => (mode_bounds hl0.le hl1.le (hd i)).1)
      ⟨k, Finset.mem_univ k, (mode_strict hl0 hl1 hk).1⟩,
    Finset.sum_lt_sum (fun i _ => (mode_bounds hl0.le hl1.le (hd i)).2)
      ⟨k, Finset.mem_univ k, (mode_strict hl0 hl1 hk).2⟩⟩

/-- For a positive semidefinite response, continuous in frequency and with integrable
full-interaction integrand, the RPA energy at scaling `0 ≤ l ≤ 1` lies between `l` and `l²` times
the full-interaction energy. -/
theorem energy_bounds {X : ℝ → Matrix n n ℝ} (hX : ∀ ω, (X ω).PosSemidef) (hc : Continuous X)
    (hi : IntegrableOn (fun ω => integrand (X ω)) (Set.Ioi 0)) {l : ℝ}
    (hl0 : 0 ≤ l) (hl1 : l ≤ 1) :
    l * energy X ≤ energy (fun ω => l • X ω) ∧
      energy (fun ω => l • X ω) ≤ l ^ 2 * energy X := by
  have hb := fun ω => integrand_bounds (hX ω) hl0 hl1
  -- the full integrand dominates the scaled one, which is therefore integrable
  have hil : IntegrableOn (fun ω => integrand (l • X ω)) (Set.Ioi 0) := by
    refine Integrable.mono hi ?_ (Eventually.of_forall fun ω => ?_)
    · exact ((continuous_const.add (hc.const_smul l)).matrix_det.measurable.log.sub
        (hc.const_smul l).matrix_trace.measurable).aestronglyMeasurable
    · have hh := integrand_bounds (hX ω) (l := 1 / 2) (by norm_num) (by norm_num)
      have hneg : integrand (X ω) ≤ 0 := by linarith [hh.1, hh.2]
      have hneg' : integrand (l • X ω) ≤ 0 :=
        (hb ω).2.trans (mul_nonpos_of_nonneg_of_nonpos (sq_nonneg l) hneg)
      rw [Real.norm_of_nonpos hneg', Real.norm_of_nonpos hneg]
      nlinarith [(hb ω).1]
  have h1 := integral_mono (hi.const_mul l) hil (fun ω => (hb ω).1)
  have h2 := integral_mono hil (hi.const_mul (l ^ 2)) (fun ω => (hb ω).2)
  rw [integral_const_mul] at h1 h2
  have hpi : 0 ≤ 1 / (2 * Real.pi) := by positivity
  unfold energy
  constructor
  · linarith [mul_le_mul_of_nonneg_left h1 hpi]
  · linarith [mul_le_mul_of_nonneg_left h2 hpi]

/-- For one mode and a scaling `l > 0`, the ratio of scaled to full contribution tends to `l` as
the mode strength grows without bound. -/
theorem strong_response_limit {l : ℝ} (hl : 0 < l) :
    Tendsto (fun x => mode (l * x) / mode x) atTop (𝓝 l) := by
  -- the logarithm is negligible against the strength
  have key : ∀ a : ℝ, 0 < a → Tendsto (fun x => Real.log (1 + a * x) / x) atTop (𝓝 0) := by
    intro a ha
    have ht : Tendsto (fun x : ℝ => 1 + a * x) atTop atTop :=
      tendsto_atTop_add_const_left _ 1 (tendsto_id.const_mul_atTop ha)
    have h := (Real.isLittleO_log_id_atTop.tendsto_div_nhds_zero.comp ht).mul
      (tendsto_inv_atTop_zero.add_const a)
    rw [zero_mul] at h
    refine h.congr' ?_
    filter_upwards [eventually_gt_atTop 0] with x hx
    have hp : 1 + a * x ≠ 0 := by positivity
    have e : x⁻¹ + a = (1 + a * x) * x⁻¹ := by
      rw [add_mul, one_mul, mul_assoc, mul_inv_cancel₀ hx.ne', mul_one]
    simp only [Function.comp_apply, id_eq]
    rw [e, ← mul_assoc, div_mul_cancel₀ _ hp, div_eq_mul_inv]
  have h := ((key l hl).sub_const l).div ((key 1 one_pos).sub_const 1) (by norm_num)
  have e : (0 - l) / (0 - 1) = l := by norm_num
  rw [e] at h
  refine h.congr' ?_
  filter_upwards [eventually_gt_atTop 0] with x hx
  have e1 : Real.log (1 + l * x) / x - l = mode (l * x) / x := by
    rw [mode, sub_div, mul_div_cancel_right₀ _ hx.ne']
  have e2 : Real.log (1 + 1 * x) / x - 1 = mode x / x := by
    rw [one_mul, mode, sub_div, div_self hx.ne']
  simp only [Pi.div_apply]
  rw [e1, e2, div_div_div_cancel_right₀ hx.ne']

end

end RPAInteractionScaling
```

```lean
#print axioms RPAInteractionScaling.integrand_bounds
#print axioms RPAInteractionScaling.integrand_strict
#print axioms RPAInteractionScaling.energy_bounds
#print axioms RPAInteractionScaling.strong_response_limit
```

```
'RPAInteractionScaling.integrand_bounds' depends on axioms: [propext, Classical.choice, Quot.sound]
'RPAInteractionScaling.integrand_strict' depends on axioms: [propext, Classical.choice, Quot.sound]
'RPAInteractionScaling.energy_bounds' depends on axioms: [propext, Classical.choice, Quot.sound]
'RPAInteractionScaling.strong_response_limit' depends on axioms: [propext, Classical.choice, Quot.sound]
```

## Response matrices, frequencies and energies in the Lean statements

The finite type `n` labels the basis functions, and `Matrix n n ℝ` holds the response matrix at one frequency. The hypothesis `X.PosSemidef` includes symmetry. It holds for a non-interacting ground state with real orbitals, whose density response at imaginary frequency is symmetric and negative semidefinite; the minus sign in $X$ makes it positive. The scaled interaction is `l • X`. The functions $F$, $f$ and $E$ above are `integrand`, `mode` and `energy`.

- `integrand_bounds` states the two matrix inequalities for $0\le l\le1$.
- `integrand_strict` makes both strict when $X\ne0$ and $0<l<1$.
- `energy_bounds` carries the non-strict inequalities over to the energy. Here `X` is a function of frequency, positive semidefinite at every real `ω` and continuous.
- `strong_response_limit` gives the limit of the one-mode ratio, for any $l>0$.

In `energy_bounds`, the integrability of the full-interaction integrand is assumed through `hi`. Physically, it says that the full RPA correlation energy is finite. For a gapped system in a finite basis this is expected, since $X$ falls off as $\omega^{-2}$ and $F$ as $\omega^{-4}$.

The word "integrand" refers to frequency: the integration over coupling strength has already produced the logarithm. The matrix $X$ is given and not built from orbitals, so the theorems do not describe how orbitals would relax if the scaling also entered their determination. Nor do they treat an exchange kernel or the limit of a complete basis.

The statement could also have been modelled with the unsymmetrised product $-\chi_0v$. Since $\det(1-\chi_0v)=\det(1+X)$ and the traces agree, it gives the same $F$, but it is in general not a symmetric matrix. Positivity would then be assumed of $v$ and $-\chi_0$ separately, and the proof would need an extra step to reach the symmetric form.

Positivity of $X$ matters for the quadratic bound. Take the $1\times1$ matrix $X=-\tfrac12$ and $l=\tfrac12$. Then $F(lX)=\ln0.75+0.25\approx-0.038$, while $l^2F(X)=\tfrac14(\ln0.5+0.5)\approx-0.048$, so the upper bound fails. Symmetry of $X$ together with positive definiteness of $1+X$ is therefore not enough.

## From concavity to the frequency integral in Lean

`mode_strict` contains the analysis. Its first half applies `strictConcaveOn_log_Ioi` to the points $1$ and $1+x$ with weights $1-l$ and $l$. In its second half, `hd` establishes the derivative of $g$ in the factored form shown above, and `strictMonoOn_of_deriv_pos` turns its positivity into strict growth on $[0,\infty)$. Comparing the values at $0$ and $x$ gives the quadratic bound. `mode_bounds` then adds the cases of equality.

`mode_decomposition` is the diagonalisation. It takes $U$ and $d$ from Mathlib's `spectral_theorem`, and `h1` shows that the same $U$ diagonalises $1+lX$. From this, `hdet` gives the determinant as a product, and `htr` gives the trace as a sum. `Real.log_prod` splits the logarithm of the product, using that every factor $1+l\,d_i$ is nonzero. The lemma supplies a single list `d` that serves all $l\ge0$, so the full and the scaled integrand can be compared mode by mode. It also states that some `d i` is positive when $X\ne0$.

With that list, `integrand_bounds` adds the one-mode inequalities by `Finset.sum_le_sum`. `integrand_strict` uses `Finset.sum_lt_sum`, which needs one strictly smaller term and gets it from the positive mode `k`.

In `energy_bounds`, the step `hil` proves that the scaled integrand is integrable. Continuity of `X` provides measurability, and the bounds at $l=\tfrac12$ provide the sign of $F$, which gives the domination used above. Two uses of `integral_mono` integrate the inequalities, and multiplying by the nonnegative factor $1/(2\pi)$ finishes the argument.

In `strong_response_limit`, the step `key` shows $\ln(1+ax)/x\to0$ for $a>0$ by writing it as $\frac{\ln(1+ax)}{1+ax}\left(\frac1x+a\right)$. The first factor tends to zero and the second to $a$. Using this with $a=l$ and $a=1$ gives the limit of the quotient.
